# The Maccone–Pati relation: a lower bound on Var(A) + Var(B) from a state orthogonal to ψ

## Where does the extra term come from when the commutator average vanishes?

The usual uncertainty relation tells me nothing about a spin-½ prepared "up" along $z$ if the two observables are $S_z$ and $S_x$. With $\hbar=1$, the variance of $S_z$ is 0 and that of $S_x$ is $1/4$. The Robertson bound $\Delta A\,\Delta B\ge\tfrac12|\langle[A,B]\rangle|$ reads $0\ge 0$, because $\langle[S_z,S_x]\rangle=i\langle S_y\rangle=0$. Passing to the sum of variances with the same commutator bound gives $1/4\ge 0$, which is hardly better.

I have seen a sum relation attributed to Maccone and Pati that adds a term containing a second state $\varphi$ orthogonal to $\psi$:

$$\mathrm{Var}(A)+\mathrm{Var}(B)\;\ge\; s\,i\,\langle\psi,[A,B]\psi\rangle+|\langle\psi,(A+s\,i\,B)\varphi\rangle|^2,\qquad s=\pm1 .$$

For my spin, $\varphi$ = "down" makes the right side $1/4$, as it should be. But $\varphi$ looks like an arbitrary choice. How can a state in which the system was not prepared limit the variances in $\psi$? Must the two signs agree? And when is the bound an equality?

## The second term is the squared size of one component of a single deviation vector

The state $\varphi$ carries no physical information of its own. The sum of variances equals the commutator term plus the squared length of a certain vector $v$, and $\varphi$ only selects a direction along which $v$ is measured. One component of a vector is never longer than the vector, so every unit $\varphi$ orthogonal to $\psi$ gives a valid bound, though it may be a weak one.

Let the inner product be linear in its second slot, let $\psi$ be a unit vector, and write $\langle X\rangle=\langle\psi,X\psi\rangle$. The operators are symmetric, meaning $\langle Ax,y\rangle=\langle x,Ay\rangle$, so $\langle A\rangle$ and $\langle B\rangle$ are real. Define the deviation vectors

$$a=(A-\langle A\rangle)\psi,\qquad b=(B-\langle B\rangle)\psi .$$

Multiplying out their overlap gives

$$\langle a,b\rangle=\langle A\psi,B\psi\rangle-\langle B\rangle\langle A\psi,\psi\rangle-\langle A\rangle\langle\psi,B\psi\rangle+\langle A\rangle\langle B\rangle=\langle AB\rangle-\langle A\rangle\langle B\rangle .$$

Setting $B=A$ yields $\|a\|^2=\langle A^2\rangle-\langle A\rangle^2=\mathrm{Var}(A)$, and likewise $\|b\|^2=\mathrm{Var}(B)$. Exchanging $A$ and $B$ and subtracting removes the mean values:

$$\langle[A,B]\rangle=\langle a,b\rangle-\langle b,a\rangle=2i\,\mathrm{Im}\langle a,b\rangle .$$

Hence $s\,i\,\langle[A,B]\rangle=-2s\,\mathrm{Im}\langle a,b\rangle$, a real number.

Now put $v=a-s\,i\,b$. Since $|s\,i|=1$,

$$\|v\|^2=\|a\|^2+\|b\|^2-2\,\mathrm{Re}\big(s\,i\,\langle a,b\rangle\big)=\|a\|^2+\|b\|^2+2s\,\mathrm{Im}\langle a,b\rangle ,$$

and therefore

$$\mathrm{Var}(A)+\mathrm{Var}(B)=s\,i\,\langle[A,B]\rangle+\|v\|^2 .$$

This is an identity; nothing has been estimated yet. To bring in $\varphi$, move the operators to the left side of the matrix element:

$$\langle\psi,(A+s\,i\,B)\varphi\rangle=\langle A\psi,\varphi\rangle+s\,i\,\langle B\psi,\varphi\rangle=\langle a,\varphi\rangle+s\,i\,\langle b,\varphi\rangle=\langle v,\varphi\rangle .$$

The middle equality uses $\langle\psi,\varphi\rangle=0$: the vectors $A\psi$ and $a$ differ by a multiple of $\psi$, which $\varphi$ does not see. The last one uses that a scalar in the first slot is conjugated, so the $-s\,i$ in $v$ comes out as $+s\,i$.

Finally, subtract from $v$ its component along the unit vector $\varphi$:

$$\|v-\langle\varphi,v\rangle\varphi\|^2=\|v\|^2-2\,\mathrm{Re}\big(\langle\varphi,v\rangle\langle v,\varphi\rangle\big)+|\langle\varphi,v\rangle|^2=\|v\|^2-|\langle v,\varphi\rangle|^2 .$$

The left side is not negative, so $\|v\|^2\ge|\langle v,\varphi\rangle|^2$, and the relation follows. Equality holds exactly when the remainder is zero, that is, when $v=\langle\varphi,v\rangle\varphi$.

That conjugation is where a sign is easily lost, and the two signs must indeed agree. Take $A=S_x$, $B=S_y$ and spin up, so that the variances add to $1/2$. For $s=-1$ the commutator term is $+1/2$ and the matrix element $\langle\uparrow|S_x-iS_y|\downarrow\rangle$ is 0. For $s=+1$ the two terms are $-1/2$ and $1$. Both choices give $1/2$. If the commutator term of the first is combined with the matrix element of the second, the "bound" becomes $3/2$, which is false.

Here is the argument in Lean 4 with Mathlib.

```lean
import Mathlib

open Complex
open scoped InnerProductSpace ComplexConjugate

namespace MacconePati

noncomputable section

variable {E : Type*} [NormedAddCommGroup E] [InnerProductSpace ℂ E]

/-- The expectation value of `A` in the unit vector `ψ`, as the real part of `⟨ψ, A ψ⟩`. -/
def mean (A : E →ₗ[ℂ] E) (ψ : E) : ℝ := (⟪ψ, A ψ⟫_ℂ).re

/-- The variance `⟨A²⟩ - ⟨A⟩²` of `A` in the unit vector `ψ`. -/
def variance (A : E →ₗ[ℂ] E) (ψ : E) : ℝ := mean (A * A) ψ - mean A ψ ^ 2

/-- The deviation vector `(A - ⟨A⟩) ψ`. -/
def deviation (A : E →ₗ[ℂ] E) (ψ : E) : E := A ψ - (mean A ψ : ℂ) • ψ

/-- The combined deviation vector `(A - ⟨A⟩) ψ - s i (B - ⟨B⟩) ψ`. -/
def mixedDeviation (s : ℝ) (A B : E →ₗ[ℂ] E) (ψ : E) : E :=
  deviation A ψ - ((s : ℂ) * I) • deviation B ψ


variable {A B : E →ₗ[ℂ] E} {ψ φ : E} {s : ℝ}

/-- For a symmetric operator `A` and any vector `ψ`, the number `⟨ψ, A ψ⟩` is real and equals
`mean A ψ`. -/
theorem inner_eq_mean (hA : A.IsSymmetric) (ψ : E) : ⟪ψ, A ψ⟫_ℂ = (mean A ψ : ℂ) := by
  have h : conj ⟪ψ, A ψ⟫_ℂ = ⟪ψ, A ψ⟫_ℂ := by
    rw [inner_conj_symm]
    exact hA ψ ψ
  exact (Complex.conj_eq_iff_re.mp h).symm

/-- For symmetric `A` and `B` and a unit vector `ψ`, the overlap of the two deviation
vectors is the covariance `⟨A B⟩ - ⟨A⟩⟨B⟩`. -/
theorem inner_deviation (hA : A.IsSymmetric) (hB : B.IsSymmetric) (hψ : ‖ψ‖ = 1) :
    ⟪deviation A ψ, deviation B ψ⟫_ℂ
      = ⟪ψ, (A * B) ψ⟫_ℂ - (mean A ψ : ℂ) * (mean B ψ : ℂ) := by
  have h1 : ⟪A ψ, B ψ⟫_ℂ = ⟪ψ, (A * B) ψ⟫_ℂ := hA ψ (B ψ)
  have h2 : ⟪A ψ, ψ⟫_ℂ = (mean A ψ : ℂ) := (hA ψ ψ).trans (inner_eq_mean hA ψ)
  have h3 := inner_eq_mean hB ψ
  have h4 : ⟪ψ, ψ⟫_ℂ = 1 := by rw [inner_self_eq_norm_sq_to_K, hψ]; simp
  simp only [deviation, inner_sub_left, inner_sub_right, inner_smul_left,
    inner_smul_right, Complex.conj_ofReal]
  rw [h1, h2, h3, h4]
  ring

/-- The variance of a symmetric operator in a unit vector is the squared length of its
deviation vector. -/
theorem variance_eq_norm_sq (hA : A.IsSymmetric) (hψ : ‖ψ‖ = 1) :
    variance A ψ = ‖deviation A ψ‖ ^ 2 := by
  have h : (⟪deviation A ψ, deviation A ψ⟫_ℂ).re = ‖deviation A ψ‖ ^ 2 :=
    inner_self_eq_norm_sq (𝕜 := ℂ) (deviation A ψ)
  rw [← h, inner_deviation hA hA hψ, Complex.sub_re, ← Complex.ofReal_mul,
    Complex.ofReal_re]
  simp only [variance, mean]
  ring

/-- For symmetric `A` and `B` and real `s`, the number `s i ⟨ψ, [A, B] ψ⟩` is real. -/
theorem commutator_term_real (hA : A.IsSymmetric) (hB : B.IsSymmetric) (s : ℝ) (ψ : E) :
    ((s : ℂ) * I * ⟪ψ, (A * B - B * A) ψ⟫_ℂ).im = 0 := by
  have h : ⟪ψ, (A * B - B * A) ψ⟫_ℂ = ⟪A ψ, B ψ⟫_ℂ - conj ⟪A ψ, B ψ⟫_ℂ := by
    rw [inner_conj_symm, hA ψ (B ψ), hB ψ (A ψ), ← inner_sub_right]
    rfl
  rw [h]
  simp only [Complex.mul_re, Complex.mul_im, Complex.sub_re, Complex.sub_im,
    Complex.conj_re, Complex.conj_im, Complex.ofReal_re, Complex.ofReal_im,
    Complex.I_re, Complex.I_im]
  ring

/-- For symmetric `A` and `B`, a unit vector `ψ` and `s = ±1`, the sum of the variances is
`s i ⟨ψ, [A, B] ψ⟩` plus the squared length of the combined deviation vector. -/
theorem variance_sum_identity (hA : A.IsSymmetric) (hB : B.IsSymmetric) (hψ : ‖ψ‖ = 1)
    (hs : s = 1 ∨ s = -1) :
    variance A ψ + variance B ψ
      = ((s : ℂ) * I * ⟪ψ, (A * B - B * A) ψ⟫_ℂ).re + ‖mixedDeviation s A B ψ‖ ^ 2 := by
  have hc : ‖(s : ℂ) * I‖ = 1 := by rcases hs with rfl | rfl <;> simp
  -- expand the squared length of the combined deviation
  have hn : ‖mixedDeviation s A B ψ‖ ^ 2 = ‖deviation A ψ‖ ^ 2
      - 2 * ((s : ℂ) * I * ⟪deviation A ψ, deviation B ψ⟫_ℂ).re
      + ‖deviation B ψ‖ ^ 2 := by
    have h := norm_sub_sq (𝕜 := ℂ) (deviation A ψ) (((s : ℂ) * I) • deviation B ψ)
    rw [inner_smul_right, norm_smul, hc, one_mul] at h
    exact h
  -- the mean values drop out of the commutator
  have hcomm : ⟪ψ, (A * B - B * A) ψ⟫_ℂ = ⟪deviation A ψ, deviation B ψ⟫_ℂ
      - conj ⟪deviation A ψ, deviation B ψ⟫_ℂ := by
    rw [inner_conj_symm, inner_deviation hA hB hψ, inner_deviation hB hA hψ,
      LinearMap.sub_apply, inner_sub_right]
    ring
  rw [variance_eq_norm_sq hA hψ, variance_eq_norm_sq hB hψ, hn, hcomm]
  simp only [Complex.mul_re, Complex.mul_im, Complex.sub_re, Complex.sub_im,
    Complex.conj_re, Complex.conj_im, Complex.ofReal_re, Complex.ofReal_im,
    Complex.I_re, Complex.I_im]
  ring

/-- For symmetric `A` and `B` and `φ` orthogonal to `ψ`, the matrix element
`⟨ψ, (A + s i B) φ⟩` is the overlap of the combined deviation vector with `φ`. -/
theorem matrix_element_eq (hA : A.IsSymmetric) (hB : B.IsSymmetric)
    (hort : ⟪ψ, φ⟫_ℂ = 0) :
    ⟪ψ, (A + ((s : ℂ) * I) • B) φ⟫_ℂ = ⟪mixedDeviation s A B ψ, φ⟫_ℂ := by
  simp only [mixedDeviation, deviation, inner_sub_left, inner_smul_left, hort,
    LinearMap.add_apply, LinearMap.smul_apply, inner_add_right, inner_smul_right,
    map_mul, Complex.conj_ofReal, Complex.conj_I]
  rw [hA ψ φ, hB ψ φ]
  ring

/-- Removing from `v` its component along a unit vector `φ` lowers the squared length by
`|⟨v, φ⟩|²`. -/
theorem norm_sq_remainder (v : E) (hφ : ‖φ‖ = 1) :
    ‖v - ⟪φ, v⟫_ℂ • φ‖ ^ 2 = ‖v‖ ^ 2 - ‖⟪v, φ⟫_ℂ‖ ^ 2 := by
  have h : ‖v - ⟪φ, v⟫_ℂ • φ‖ ^ 2
      = ‖v‖ ^ 2 - 2 * (⟪φ, v⟫_ℂ * ⟪v, φ⟫_ℂ).re + ‖⟪φ, v⟫_ℂ‖ ^ 2 := by
    have h0 := norm_sub_sq (𝕜 := ℂ) v (⟪φ, v⟫_ℂ • φ)
    rw [inner_smul_right, norm_smul, hφ, mul_one] at h0
    exact h0
  have h1 : (⟪φ, v⟫_ℂ * ⟪v, φ⟫_ℂ).re = ‖⟪v, φ⟫_ℂ‖ ^ 2 := by
    rw [← inner_conj_symm φ v, Complex.sq_norm, Complex.normSq_apply, Complex.mul_re,
      Complex.conj_re, Complex.conj_im]
    ring
  rw [h, h1, norm_inner_symm φ v]
  ring

/-- **Maccone-Pati relation.** For symmetric `A` and `B`, orthogonal unit vectors `ψ` and
`φ`, and `s = ±1`, the sum of the variances in `ψ` is at least
`s i ⟨ψ, [A, B] ψ⟩ + |⟨ψ, (A + s i B) φ⟩|²`. -/
theorem maccone_pati (hA : A.IsSymmetric) (hB : B.IsSymmetric) (hψ : ‖ψ‖ = 1)
    (hφ : ‖φ‖ = 1) (hort : ⟪ψ, φ⟫_ℂ = 0) (hs : s = 1 ∨ s = -1) :
    variance A ψ + variance B ψ ≥ ((s : ℂ) * I * ⟪ψ, (A * B - B * A) ψ⟫_ℂ).re
      + ‖⟪ψ, (A + ((s : ℂ) * I) • B) φ⟫_ℂ‖ ^ 2 := by
  rw [matrix_element_eq hA hB hort, variance_sum_identity hA hB hψ hs]
  have h := norm_sq_remainder (mixedDeviation s A B ψ) hφ
  have h0 := sq_nonneg ‖mixedDeviation s A B ψ - ⟪φ, mixedDeviation s A B ψ⟫_ℂ • φ‖
  linarith

/-- For symmetric `A` and `B`, orthogonal unit vectors `ψ` and `φ`, and `s = ±1`, equality
holds in the Maccone-Pati relation exactly when the combined deviation vector equals its
projection on `φ`. -/
theorem bound_eq_iff (hA : A.IsSymmetric) (hB : B.IsSymmetric) (hψ : ‖ψ‖ = 1)
    (hφ : ‖φ‖ = 1) (hort : ⟪ψ, φ⟫_ℂ = 0) (hs : s = 1 ∨ s = -1) :
    variance A ψ + variance B ψ = ((s : ℂ) * I * ⟪ψ, (A * B - B * A) ψ⟫_ℂ).re
        + ‖⟪ψ, (A + ((s : ℂ) * I) • B) φ⟫_ℂ‖ ^ 2 ↔
      mixedDeviation s A B ψ = ⟪φ, mixedDeviation s A B ψ⟫_ℂ • φ := by
  rw [matrix_element_eq hA hB hort, variance_sum_identity hA hB hψ hs]
  have hr := norm_sq_remainder (mixedDeviation s A B ψ) hφ
  constructor
  · intro h
    have h0 : ‖mixedDeviation s A B ψ - ⟪φ, mixedDeviation s A B ψ⟫_ℂ • φ‖ ^ 2 = 0 := by
      linarith
    exact sub_eq_zero.mp (norm_eq_zero.mp ((pow_eq_zero_iff two_ne_zero).mp h0))
  · intro h
    rw [sub_eq_zero.mpr h, norm_zero] at hr
    linarith


end

end MacconePati
```

```lean
#print axioms MacconePati.commutator_term_real
#print axioms MacconePati.maccone_pati
#print axioms MacconePati.bound_eq_iff
```

```
'MacconePati.commutator_term_real' depends on axioms: [propext, Classical.choice, Quot.sound]
'MacconePati.maccone_pati' depends on axioms: [propext, Classical.choice, Quot.sound]
'MacconePati.bound_eq_iff' depends on axioms: [propext, Classical.choice, Quot.sound]
```

The main theorem, `maccone_pati`, says: for symmetric `A` and `B`, orthogonal unit vectors `ψ` and `φ`, and `s` equal to 1 or −1, the sum of the variances in `ψ` is at least the commutator term plus the squared modulus of the matrix element. The companion `bound_eq_iff` states the equality condition under the same hypotheses.

The states live in `E`, an arbitrary complex inner product space, which need be neither complete nor finite-dimensional. It must have dimension at least two for a suitable `φ` to exist. An observable is a linear map `A : E →ₗ[ℂ] E` with `A.IsSymmetric`, the property used above, and `A * B` means "apply `B`, then `A`". Such a map is defined on all of `E` and sends `E` to itself. For position and momentum one can take `E` to be the Schwartz functions with the $L^2$ inner product; `ψ` and `φ` must then both be Schwartz functions.

The definition `mean` takes the real part of `⟪ψ, A ψ⟫_ℂ`, and `variance` is $\langle A^2\rangle-\langle A\rangle^2$, the square of the textbook $\Delta A$. The vectors $a$ and $v$ are called `deviation` and `mixedDeviation`, and `φ` is what is often written $\psi^\perp$. The sign `s` is a real number, restricted by the hypothesis `hs`. An inequality needs real numbers on both sides, so the commutator term enters through `.re`; `commutator_term_real` shows that its imaginary part is zero, so nothing is thrown away.

The hypothesis `hort` expresses the orthogonality of the two states. For an arbitrary unit vector `φ` the inequality is false: with $\varphi=\psi$, $A$ the identity and $B=0$, the left side is 0 and the right side is 1.

The step from here to the laboratory is to read `variance` as the spread of measured outcomes. That requires a self-adjoint observable with its outcome probabilities, whereas symmetry alone supplies only the number $\langle A^2\rangle-\langle A\rangle^2$. With that reading, the relation concerns $A$ and $B$ measured in separate runs on systems prepared in the same pure state, and not a joint measurement of both on one system. The two variances must also carry the same units before they are added, so position and momentum have to be rescaled first.

In a calculation with Hermitian matrices in a finite orthonormal basis, the relation holds for pure states and for the matrices themselves. If the matrices are truncations of operators on a larger space, the squares in the variances and the commutator are those of the truncated matrices, which in general differ from the truncations of $A^2$, $B^2$ and $[A,B]$.

The proof takes the same steps as the derivation. `inner_eq_mean` shows that $\langle\psi,A\psi\rangle$ equals its own conjugate and is therefore real. `inner_deviation` computes $\langle a,b\rangle$: `simp only` multiplies out the overlap, four short facts evaluate the resulting inner products, and `ring` collects the terms. `variance_eq_norm_sq` is the case $B=A$.

The central lemma is `variance_sum_identity`. Its step `hn` expands $\|v\|^2$ with Mathlib's `norm_sub_sq`, using `hc` for $|s\,i|=1$. Its step `hcomm` writes the commutator average as $\langle a,b\rangle$ minus its conjugate. After that, the closing `simp only` splits everything into real and imaginary parts, and `ring` confirms that the two sides agree.

`matrix_element_eq` identifies the matrix element with $\langle v,\varphi\rangle$. The orthogonality enters there, and `Complex.conj_I` performs the sign change from the conjugation. `norm_sq_remainder` is the projection formula, valid for any vector `v` and any unit vector `φ`.

In `maccone_pati`, two rewrites turn the claim into $\|v\|^2\ge|\langle v,\varphi\rangle|^2$ with the same commutator term on both sides. The projection formula and the fact that a square is not negative then let `linarith` finish. `bound_eq_iff` starts with the same rewrites. In one direction, equality forces the squared norm of the remainder to be zero, and so the remainder itself; in the other, a vanishing remainder is put back into the projection formula.

The equality condition also tells you how to choose $\varphi$. Since $\langle\psi,a\rangle=\langle\psi,b\rangle=0$, the vector $v$ is orthogonal to $\psi$, and if it is not zero, $\varphi=v/\|v\|$ is an allowed choice that gives equality. For a spin-½ there is only one direction orthogonal to $\psi$, which is why both of the spin examples came out as equalities. This advice on choosing $\varphi$ is an informal addition to the checked theorems. As a practical estimate it has a limit: if $\varphi$ is found by computing $v$, nothing is gained, because from $v$ and the commutator average the sum of variances is already known.
